# Rotation loops R(nk) contract within SU(2) for every integer n, but within SO(2) only for n = 0

Transporting two occupied bands of a two-dimensional crystal around the Brillouin zone in one direction gives a 2×2 Wilson loop matrix, which depends on the other momentum $k$. Whether its winding in $k$ can be removed depends on which matrices a deformation may pass through, and the choice here is between real rotations, SO(2), and complex matrices, SU(2). Real matrices stand for a symmetry such as twofold rotation about the normal of the plane times time reversal. It maps each momentum to itself and has square $+1$, which allows real Bloch states. Determinant one says that real states return with the same orientation, and for complex states that the total Berry phase of the two bands is a multiple of $2\pi$.

```lean
import Mathlib

open Set Matrix
open scoped Real

namespace FragileWinding

noncomputable section

/-- Rotation of the plane by the angle `θ`. -/
def rot (θ : ℝ) : Matrix (Fin 2) (Fin 2) ℝ :=
  !![Real.cos θ, -Real.sin θ; Real.sin θ, Real.cos θ]
```

`rot θ` is the rotation $R(\theta)$; `!![...]` lists a matrix row by row.

```lean
/-- The real orthogonal 2×2 matrices of determinant one. -/
def SO2 : Set (Matrix (Fin 2) (Fin 2) ℝ) := {A | Aᵀ * A = 1 ∧ A.det = 1}
```

`SO2` is the set of real $A$ with $A^TA=1$ and $\det A=1$.

```lean
/-- The complex unitary 2×2 matrices of determinant one. -/
def SU2 : Set (Matrix (Fin 2) (Fin 2) ℂ) := {A | Aᴴ * A = 1 ∧ A.det = 1}
```

`SU2` is the complex version, with `ᴴ` for the adjoint.

```lean
/-- The loop `W` is joined to a constant loop by a jointly continuous family of
`2π`-periodic loops with values in `G`. -/
def ContractsIn {K : Type} [TopologicalSpace K] (G : Set (Matrix (Fin 2) (Fin 2) K))
    (W : ℝ → Matrix (Fin 2) (Fin 2) K) : Prop :=
  ∃ H : ℝ → ℝ → Matrix (Fin 2) (Fin 2) K,
    ContinuousOn (fun p : ℝ × ℝ => H p.1 p.2) (Icc 0 1 ×ˢ univ) ∧
    (∀ s ∈ Icc (0 : ℝ) 1, ∀ k, H s k ∈ G ∧ H s (k + 2 * π) = H s k) ∧
    (∀ k, H 0 k = W k) ∧ ∃ C, ∀ k, H 1 k = C
```

A contraction is a family $H(s,k)$, jointly continuous for $0\le s\le1$ and all real $k$. It is $2\pi$-periodic in $k$, stays in $G$, starts at $W$ and ends at some constant matrix $C$. No base point is held fixed.

```lean
/-- The loop `f` of complex numbers is `exp(iφ)` with a continuous `2π`-periodic real `φ`. -/
def HasPeriodicPhase (f : ℝ → ℂ) : Prop :=
  ∃ φ : ℝ → ℝ, Continuous φ ∧ (∀ k, φ (k + 2 * π) = φ k) ∧
    ∀ k, f k = Complex.exp (φ k * Complex.I)
```

This says $f(k)=e^{i\varphi(k)}$ with $\varphi$ real, continuous and itself periodic, so the phase does not wind.

```lean
/-- The first column of a real matrix, read as a complex number. -/
def col (A : Matrix (Fin 2) (Fin 2) ℝ) : ℂ := (A 0 0 : ℂ) + (A 1 0 : ℂ) * Complex.I
```

`col` sends $A$ to $A_{00}+iA_{10}$. Lean counts rows and columns from 0.

```lean
/-- The matrix `a + i d σ_z - i b σ_y` with real `a`, `b`, `d`. -/
def quat (a b d : ℝ) : Matrix (Fin 2) (Fin 2) ℂ :=
  !![(a : ℂ) + d * Complex.I, -(b : ℂ); (b : ℂ), (a : ℂ) - d * Complex.I]
```

`quat a b d` is $a+id\,\sigma_z-ib\,\sigma_y$.

```lean
/-- The deformed rotation `cos(s) R(θ) + i sin(s) σ_z`. -/
def deform (s θ : ℝ) : Matrix (Fin 2) (Fin 2) ℂ :=
  (Real.cos s : ℂ) • (rot θ).map Complex.ofReal +
    (Complex.I * (Real.sin s : ℂ)) • !![1, 0; 0, -1]
```

This is $D(s,\theta)=\cos s\,R(\theta)+i\sin s\,\sigma_z$.

```lean
/-- A continuous periodic loop of phases at distance below one from a loop with a
continuous periodic phase has such a phase too. -/
theorem HasPeriodicPhase.of_close {f g : ℝ → ℂ} (hf : HasPeriodicPhase f)
    (hg : Continuous g) (hp : ∀ k, g (k + 2 * π) = g k) (hn : ∀ k, ‖g k‖ = 1)
    (hfg : ∀ k, ‖g k - f k‖ < 1) : HasPeriodicPhase g := by
  obtain ⟨φ, hφ, hφp, hφf⟩ := hf
  -- the ratio of the two loops stays in the right half-plane
  let w : ℝ → ℂ := fun k => g k * Complex.exp ((-φ k : ℝ) * Complex.I)
  have hw : Continuous w := by fun_prop
  have hinv : ∀ k, Complex.exp ((φ k : ℂ) * Complex.I) *
      Complex.exp ((-φ k : ℝ) * Complex.I) = 1 := by
    intro k
    rw [← Complex.exp_add, ← Complex.exp_zero]
    congr 1
    push_cast
    ring
  have hwn : ∀ k, ‖w k‖ = 1 := by
    intro k
    rw [norm_mul, hn, Complex.norm_exp_ofReal_mul_I, one_mul]
  have hre : ∀ k, 0 < (w k).re := by
    intro k
    have h1 : w k - 1 = (g k - f k) * Complex.exp ((-φ k : ℝ) * Complex.I) := by
      rw [sub_mul, hφf k, hinv k]
    have h2 : ‖w k - 1‖ < 1 := by
      rw [h1, norm_mul, Complex.norm_exp_ofReal_mul_I, mul_one]
      exact hfg k
    have h3 := (abs_lt.1 ((Complex.abs_re_le_norm (w k - 1)).trans_lt h2)).1
    rw [Complex.sub_re, Complex.one_re] at h3
    linarith
  refine ⟨fun k => φ k + (w k).arg, hφ.add ?_, ?_, ?_⟩
  · exact continuous_iff_continuousAt.2 fun k =>
      ContinuousAt.comp (g := Complex.arg)
        (Complex.continuousAt_arg (Complex.mem_slitPlane_iff.2 (Or.inl (hre k))))
        hw.continuousAt
  · intro k
    simp only [w, hp, hφp]
  · intro k
    have h := Complex.norm_mul_exp_arg_mul_I (w k)
    rw [hwn, Complex.ofReal_one, one_mul] at h
    rw [Complex.ofReal_add, add_mul, Complex.exp_add, h]
    linear_combination (-g k) * hinv k
```

Let $f=e^{i\varphi}$ and $|g-f|<1$, with $g$ a continuous periodic loop of unit modulus. The ratio $w=ge^{-i\varphi}$ satisfies $|w-1|=|g-f|<1$, so $\operatorname{Re}w>0$. There the principal argument is continuous, and $\varphi+\arg w$ is a periodic phase for $g$. In Lean, `hre` is the positivity, and `refine` supplies the new phase.

```lean
/-- Along a continuous family of periodic loops of phases, a continuous periodic phase
at the end gives one at the start. -/
theorem phase_of_homotopy (z : ℝ → ℝ → ℂ)
    (hc : ContinuousOn (fun p : ℝ × ℝ => z p.1 p.2) (Icc 0 1 ×ˢ univ))
    (hp : ∀ s ∈ Icc (0 : ℝ) 1, ∀ k, z s (k + 2 * π) = z s k)
    (hn : ∀ s ∈ Icc (0 : ℝ) 1, ∀ k, ‖z s k‖ = 1)
    (hend : HasPeriodicPhase (z 1)) : HasPeriodicPhase (z 0) := by
  have hK : IsCompact (Icc (0 : ℝ) 1 ×ˢ Icc (0 : ℝ) (2 * π)) :=
    isCompact_Icc.prod isCompact_Icc
  have hu := hK.uniformContinuousOn_of_continuous
    (hc.mono fun p hp => ⟨hp.1, mem_univ _⟩)
  obtain ⟨δ, hδ, hδ'⟩ := Metric.uniformContinuousOn_iff.1 hu 1 one_pos
  obtain ⟨N, hN⟩ := exists_nat_one_div_lt hδ
  have hN0 : (0 : ℝ) < N + 1 := by positivity
  -- periodicity makes the estimate uniform in k
  have close : ∀ s ∈ Icc (0 : ℝ) 1, ∀ t ∈ Icc (0 : ℝ) 1, |s - t| < δ →
      ∀ k, ‖z s k - z t k‖ < 1 := by
    intro s hs t ht hst k
    have hper : Function.Periodic (fun k => (z s k, z t k)) (2 * π) :=
      fun k => Prod.ext (hp s hs k) (hp t ht k)
    obtain ⟨y, hy, hky⟩ := hper.exists_mem_Ico₀ Real.two_pi_pos k
    have h1 : z s k = z s y := congrArg Prod.fst hky
    have h2 : z t k = z t y := congrArg Prod.snd hky
    rw [h1, h2, ← dist_eq_norm]
    exact hδ' (s, y) ⟨hs, Ico_subset_Icc_self hy⟩ (t, y) ⟨ht, Ico_subset_Icc_self hy⟩
      (by rw [Prod.dist_eq]; simp [Real.dist_eq, hst])
  -- walk from s = 1 down to s = 0 in N + 1 steps
  have key : ∀ j : ℕ, j ≤ N + 1 → HasPeriodicPhase (z (1 - (j : ℝ) / (N + 1))) := by
    intro j
    induction j with
    | zero => intro _; simpa using hend
    | succ j ih =>
      intro hj
      have e : ((j + 1 : ℕ) : ℝ) / (N + 1) = j / (N + 1) + 1 / (N + 1) := by
        push_cast; ring
      have h0 : 0 ≤ (j : ℝ) / (N + 1) := by positivity
      have hd : 0 < 1 / ((N : ℝ) + 1) := by positivity
      have hle : ((j + 1 : ℕ) : ℝ) / (N + 1) ≤ 1 := by
        rw [div_le_one hN0]; exact_mod_cast hj
      have hs : 1 - ((j + 1 : ℕ) : ℝ) / (N + 1) ∈ Icc (0 : ℝ) 1 := by
        constructor <;> linarith
      have ht : 1 - (j : ℝ) / (N + 1) ∈ Icc (0 : ℝ) 1 := by
        constructor <;> linarith
      refine (ih (by omega)).of_close ?_ (hp _ hs) (hn _ hs) (close _ hs _ ht ?_)
      · exact hc.comp_continuous (Continuous.prodMk_right _) fun k => ⟨hs, mem_univ _⟩
      · rw [abs_lt]; constructor <;> linarith
  have h := key (N + 1) le_rfl
  have e : 1 - ((N + 1 : ℕ) : ℝ) / (N + 1) = 0 := by
    push_cast; rw [div_self hN0.ne', sub_self]
  rwa [e] at h
```

On the compact set $[0,1]\times[0,2\pi]$ the family $z(s,k)$ is uniformly continuous. Hence some $\delta>0$ gives $|z(s,k)-z(t,k)|<1$ whenever $|s-t|<\delta$, and periodicity extends this to all $k$ (`close`). Choose $N$ with $1/(N+1)<\delta$. The induction `key` applies the previous theorem $N+1$ times, carrying the periodic phase from $s=1$ to $s=0$.

```lean
/-- The loop `exp(ink)` has a continuous `2π`-periodic phase only for `n = 0`. -/
theorem winding_eq_zero (n : ℤ)
    (h : HasPeriodicPhase fun k => Complex.exp (((n * k : ℝ) : ℂ) * Complex.I)) :
    n = 0 := by
  obtain ⟨φ, hφ, hφp, hφe⟩ := h
  have hm : ∀ k : ℝ, ∃ m : ℤ, n * k - φ k = m * (2 * π) := by
    intro k
    obtain ⟨m, hm⟩ := Complex.exp_eq_exp_iff_exists_int.1 (hφe k)
    have h := congrArg Complex.im hm
    simp at h
    exact ⟨m, by linarith⟩
  have hg : Continuous fun k : ℝ => n * k - φ k := by fun_prop
  have hper : φ (2 * π) = φ 0 := by simpa using hφp 0
  obtain ⟨m₀, hm₀⟩ := hm 0
  have hπ := Real.pi_pos
  -- a half-integer multiple of 2π would have to be attained in between
  rcases lt_trichotomy n 0 with hn | hn | hn
  · have hn' : (n : ℝ) ≤ -1 := by exact_mod_cast (show n ≤ -1 by omega)
    obtain ⟨k, hk⟩ := mem_range_of_exists_le_of_exists_ge hg
      (c := n * 0 - φ 0 - π) ⟨2 * π, by rw [hper]; nlinarith⟩ ⟨0, by linarith⟩
    obtain ⟨m, hm⟩ := hm k
    have h2 : (2 * m : ℝ) = 2 * m₀ - 1 :=
      mul_left_cancel₀ hπ.ne' (by linarith)
    have h3 : 2 * m = 2 * m₀ - 1 := by exact_mod_cast h2
    omega
  · exact hn
  · have hn' : (1 : ℝ) ≤ n := by exact_mod_cast (show 1 ≤ n by omega)
    obtain ⟨k, hk⟩ := mem_range_of_exists_le_of_exists_ge hg
      (c := n * 0 - φ 0 + π) ⟨0, by linarith⟩ ⟨2 * π, by rw [hper]; nlinarith⟩
    obtain ⟨m, hm⟩ := hm k
    have h2 : (2 * m : ℝ) = 2 * m₀ + 1 :=
      mul_left_cancel₀ hπ.ne' (by linarith)
    have h3 : 2 * m = 2 * m₀ + 1 := by exact_mod_cast h2
    omega
```

If $e^{ink}=e^{i\varphi(k)}$, then $nk-\varphi(k)=2\pi m(k)$ with $m(k)$ an integer. The left side is continuous and changes by $2\pi n$ over a period. For $n\neq0$ it must pass through a value $\pi$ away from its starting value, where $m$ would differ from an integer by one half. `omega` closes this integer contradiction for each sign of $n$.

```lean
/-- The deformed rotation in terms of its real quaternion components. -/
theorem deform_eq (s θ : ℝ) : deform s θ =
    quat (Real.cos s * Real.cos θ) (Real.cos s * Real.sin θ) (Real.sin s) := by
  ext i j
  fin_cases i <;> fin_cases j <;> simp [deform, rot, quat] <;> ring
```

Entry by entry, $D$ has the form `quat` with $a=\cos s\cos\theta$, $b=\cos s\sin\theta$, $d=\sin s$.

```lean
/-- The deformed rotation `cos(s) R(θ) + i sin(s) σ_z` is unitary with determinant one. -/
theorem deform_mem_SU2 (s θ : ℝ) : deform s θ ∈ SU2 := by
  have key : ∀ a b d : ℝ, a ^ 2 + b ^ 2 + d ^ 2 = 1 → quat a b d ∈ SU2 := by
    intro a b d h
    have hc : (a : ℂ) ^ 2 + b ^ 2 + d ^ 2 = 1 := by exact_mod_cast h
    constructor
    · ext i j
      fin_cases i <;> fin_cases j <;> simp [quat, Matrix.mul_apply, Fin.sum_univ_two] <;>
        first
        | ring1
        | linear_combination hc - (d : ℂ) ^ 2 * Complex.I_sq
    · rw [quat, Matrix.det_fin_two_of]
      linear_combination hc - (d : ℂ) ^ 2 * Complex.I_sq
  rw [deform_eq]
  apply key
  linear_combination Real.sin_sq_add_cos_sq s +
    Real.cos s ^ 2 * Real.sin_sq_add_cos_sq θ
```

Here $a^2+b^2+d^2=\cos^2 s+\sin^2 s=1$. Each column of $D$ has squared norm $a^2+b^2+d^2=1$, and their inner product is $-(a-id)b+b(a-id)=0$. The determinant is $(a+id)(a-id)+b^2=1$. `linear_combination` verifies such identities from the named equations.

```lean
/-- If `sin s ≠ 0`, neither `1` nor `-1` is an eigenvalue of the deformed rotation,
whatever the angle `θ`. -/
theorem deform_gap (s θ : ℝ) (hs : Real.sin s ≠ 0) (x : ℂ) (hx : x ^ 2 = 1) :
    (x • (1 : Matrix (Fin 2) (Fin 2) ℂ) - deform s θ).det ≠ 0 := by
  have key : ∀ a b d : ℝ, a ^ 2 + b ^ 2 + d ^ 2 = 1 →
      (x • (1 : Matrix (Fin 2) (Fin 2) ℂ) - quat a b d).det = x ^ 2 - 2 * a * x + 1 := by
    intro a b d h
    have hc : (a : ℂ) ^ 2 + b ^ 2 + d ^ 2 = 1 := by exact_mod_cast h
    simp [quat, Matrix.det_fin_two]
    linear_combination hc - (d : ℂ) ^ 2 * Complex.I_sq
  have h1 := Real.sin_sq_add_cos_sq s
  have h2 := Real.sin_sq_add_cos_sq θ
  intro h
  rw [deform_eq, key _ _ _ (by linear_combination h1 + Real.cos s ^ 2 * h2)] at h
  -- a root x = ±1 forces cos(s) cos(θ) = ±1
  generalize hc : Real.cos s * Real.cos θ = c at h
  have h3 : (c : ℂ) * x = 1 := by linear_combination (-1 / 2) * h + (1 / 2) * hx
  have h4 : (c : ℂ) ^ 2 = 1 := by
    linear_combination ((c : ℂ) * x + 1) * h3 - (c : ℂ) ^ 2 * hx
  have h5 : c ^ 2 = 1 := by exact_mod_cast h4
  rw [← hc] at h5
  have h6 : Real.sin s ^ 2 + (Real.cos s * Real.sin θ) ^ 2 = 0 := by
    linear_combination h1 + Real.cos s ^ 2 * h2 - h5
  have h7 : 0 < Real.sin s ^ 2 := by positivity
  linarith [sq_nonneg (Real.cos s * Real.sin θ)]
```

The characteristic polynomial is $x^2-2ax+1$. If $x^2=1$ and $x$ were a root, then $ax=1$, so $a^2=1$ and $b^2+d^2=0$, contradicting $d=\sin s\neq0$. With determinant one, the two eigenvalues can meet only at $\pm1$, so for $\sin s\neq0$ the phases of the eigenvalues as functions of $k$, called Wilson bands, no longer cross.

```lean
/-- The deformation starts at the rotation `R(θ)` for `s = 0` and ends at the matrix
`i σ_z` for `s = π/2`. -/
theorem deform_endpoints (θ : ℝ) : deform 0 θ = (rot θ).map Complex.ofReal ∧
    deform (π / 2) θ = Complex.I • !![1, 0; 0, -1] := by
  constructor
  · simp only [deform, Real.cos_zero, Real.sin_zero, Complex.ofReal_one,
      Complex.ofReal_zero, mul_zero, one_smul, zero_smul, add_zero]
  · simp only [deform, Real.cos_pi_div_two, Real.sin_pi_div_two, Complex.ofReal_one,
      Complex.ofReal_zero, mul_one, zero_smul, zero_add]
```

The deformation runs from $R(\theta)$ to $i\sigma_z$, which does not depend on $\theta$.

```lean
/-- The loop of rotations `R(nk)` contracts to a constant loop within SO(2) only for
`n = 0`, while within SU(2) it contracts for every integer `n`. -/
theorem fragile_winding (n : ℤ) :
    (ContractsIn SO2 (fun k => rot (n * k)) ↔ n = 0) ∧
    ContractsIn SU2 (fun k => (rot (n * k)).map Complex.ofReal) := by
  refine ⟨⟨?_, ?_⟩, ?_⟩
  · -- the first column turns a contraction into a family of phase loops
    rintro ⟨H, hc, hH, h0, C, hC⟩
    have hcol : Continuous col :=
      (Complex.continuous_ofReal.comp (continuous_id.matrix_elem 0 0)).add
        ((Complex.continuous_ofReal.comp (continuous_id.matrix_elem 1 0)).mul
          continuous_const)
    have hnorm : ∀ A ∈ SO2, ‖col A‖ = 1 := by
      intro A hA
      have h := congrFun (congrFun hA.1 0) 0
      simp only [Matrix.mul_apply, Fin.sum_univ_two, Matrix.transpose_apply,
        Matrix.one_apply_eq] at h
      have h2 : ‖col A‖ ^ 2 = 1 := by
        rw [Complex.sq_norm, col, Complex.normSq_add_mul_I]
        linarith
      exact (pow_eq_one_iff_of_nonneg (norm_nonneg _) two_ne_zero).1 h2
    have hCn : ‖col C‖ = 1 := by
      rw [← hC 0]
      exact hnorm _ (hH 1 ⟨zero_le_one, le_rfl⟩ 0).1
    have hphase := phase_of_homotopy (fun s k => col (H s k))
      (hcol.comp_continuousOn hc) (fun s hs k => congrArg col (hH s hs k).2)
      (fun s hs k => hnorm _ (hH s hs k).1)
      ⟨fun _ => (col C).arg, continuous_const, fun _ => rfl, fun k => by
        have h := Complex.norm_mul_exp_arg_mul_I (col C)
        rw [hCn, Complex.ofReal_one, one_mul] at h
        simp only [hC, h]⟩
    have hrot : ∀ θ : ℝ, col (rot θ) = Complex.exp (θ * Complex.I) := by
      intro θ
      simp [col, rot, Complex.exp_mul_I]
    simp only [h0, hrot] at hphase
    exact winding_eq_zero n hphase
  · rintro rfl
    have h1 : rot 0 = 1 := by
      ext i j
      fin_cases i <;> fin_cases j <;> simp [rot]
    refine ⟨fun _ _ => rot 0, continuousOn_const, fun s _ k => ⟨?_, rfl⟩,
      fun k => by simp, rot 0, fun _ => rfl⟩
    rw [h1]
    exact ⟨by simp, Matrix.det_one⟩
  · -- the explicit deformation, with s rescaled to [0, 1]
    refine ⟨fun s k => deform (s * (π / 2)) (n * k), Continuous.continuousOn ?_,
      fun s _ k => ⟨deform_mem_SU2 _ _, ?_⟩, fun k => ?_,
      Complex.I • !![1, 0; 0, -1], fun k => ?_⟩
    · refine continuous_matrix fun i j => ?_
      fin_cases i <;> fin_cases j <;> simp [deform_eq, quat] <;> fun_prop
    · simp only [deform, rot, mul_add, Real.cos_add_int_mul_two_pi,
        Real.sin_add_int_mul_two_pi]
    · simp only [zero_mul]
      exact (deform_endpoints _).1
    · simp only [one_mul]
      exact (deform_endpoints _).2

end

end FragileWinding
```

The first half is an equivalence. Given a contraction in SO(2), $(A^TA)_{00}=1$ gives $|A_{00}+iA_{10}|=1$, so `col` produces a family of phase loops. Its constant end has the constant phase $\arg$ `col C`, so its start has a periodic phase. That start is $e^{ink}$, because `col` sends $R(\theta)$ to $e^{i\theta}$; hence $n=0$. Conversely, $R(0)=1$ is already constant.

For SU(2), the family is $H(s,k)=D(s\pi/2,nk)$, periodic because $n$ is an integer.

```lean
#print axioms FragileWinding.deform_gap
-- 'FragileWinding.deform_gap' depends on axioms: [propext, Classical.choice, Quot.sound]
#print axioms FragileWinding.fragile_winding
-- 'FragileWinding.fragile_winding' depends on axioms: [propext, Classical.choice, Quot.sound]
```

For electronic structure, this shows in a two-band matrix model how a Wilson-loop winding can be lost once the reality constraint is broken. "Fragile" usually refers to winding removed by adding trivial bands to the occupied ones; here the number of occupied bands stays at two and the symmetry is given up instead. The step left to physics is to realise the matrix family as Wilson loops of a Hamiltonian that stays gapped throughout.
